# The Hadamard series for a nilpotent generator

## Question

In coupled-cluster theory the Hamiltonian $H$ is replaced by the similarity-transformed operator $e^{-S} H e^{S}$, where $S$ is the cluster operator, and this product is evaluated as a sum of nested commutators, $H + [H,S] + \tfrac12 [[H,S],S] + \dots$, with $[X,Y] = XY - YX$. In a finite orbital basis $S$ is nilpotent, so both exponentials are finite sums, and the expansion should be an exact algebraic identity with no question of convergence.

Writing $T = -S$ and $B = H$, and $\mathrm{ad}_T(X) = [T,X]$, the claim I have in mind is this. If $T^p = 0$ for some integer $p \ge 1$, and $\exp(T)$ means the finite sum of $T^k/k!$ over $k < p$, then for every operator $B$

$$\exp(T)\, B\, \exp(-T) = \sum_{k=0}^{2p-2} \frac{1}{k!}\, \mathrm{ad}_T^{\,k}(B).$$

How can this be stated and proved in Lean 4 with Mathlib? I would also like the version in which the series stops earlier because a nested commutator with $B$ vanishes, and a check that the order $2p-2$ really occurs.

## Answer

### Setting and definitions

The operators are elements of a type `R` with `[Ring R] [Algebra ℚ R]`: an associative ring with a unit, in general noncommutative, whose elements can be multiplied by rational numbers. The rational scalars are needed for the coefficients $1/k!$. Real or complex square matrices are examples, and so is the algebra of linear operators on a Fock space. No dimension, norm, adjoint or topology enters, because every sum is finite.

For $T \in R$ define two maps from $R$ to $R$, left multiplication $L_T(X) = TX$ and right multiplication $R_T(X) = XT$. In Lean they are `LinearMap.mulLeft ℚ T` and `LinearMap.mulRight ℚ T`. The commutator map `ad T` is their difference, $\mathrm{ad}_T = L_T - R_T$, so the sign convention is $\mathrm{ad}_T(X) = TX - XT$. It lives in `Module.End ℚ R`, the $\mathbb{Q}$-linear maps from $R$ to itself. There the product is composition, so `(ad T ^ k) B` is the $k$-fold nested commutator $[T,[T,\dots[T,B]\dots]]$, and the power $k = 0$ returns $B$.

The exponential is `expTrunc n x`, written here as

$$\exp_n(x) = \sum_{k=0}^{n-1} \frac{x^k}{k!}.$$

The index $n$ counts terms, since `range n` runs over $k = 0, \dots, n-1$. When $x^n = 0$ all omitted terms vanish and $\exp_n(x)$ is the full exponential series. The definition accepts any rational algebra, and it is used in two: in $R$ for $\exp_p(T)$, and in `Module.End ℚ R` for exponentials of $L_T$, $R_{-T}$ and $\mathrm{ad}_T$. Nilpotency is the hypothesis `T ^ p = 0`, and $p$ need not be the smallest such exponent.

### Derivation by hand

**Step 1: commuting nilpotent elements.** Let $xy = yx$, $x^p = 0$, $y^q = 0$, and let $n$ be an integer with $p + q \le n + 1$. Since $x$ and $y$ commute, the binomial theorem holds:

$$\frac{(x+y)^k}{k!} = \sum_{i+j=k} \frac{x^i}{i!}\, \frac{y^j}{j!}.$$

A term can be nonzero only if $i \le p-1$ and $j \le q-1$, which gives $i + j \le p+q-2 \le n-1$. Two things follow. At $k = n$ no term survives, so $(x+y)^n = 0$. Summing over $k < n$ collects all pairs $(i,j)$ with $i + j \le n-1$; these include every pair with $i < p$ and $j < q$, and the remaining pairs contribute zero. Hence

$$\exp_n(x+y) = \sum_{i<p} \sum_{j<q} \frac{x^i}{i!}\, \frac{y^j}{j!} = \exp_p(x)\, \exp_q(y).$$

**Step 2: the inverse.** If $T^p = 0$ then $(-T)^p = (-1)^p T^p = 0$, and $T$ commutes with $-T$. Step 1 with $x = T$, $y = -T$, $q = p$ and $n = 2p+1$ gives $\exp_p(T) \exp_p(-T) = \exp_{2p+1}(0) = 1$, because only the term $k = 0$ of the last sum is nonzero.

**Step 3: exponentials of multiplication maps.** Applying $L_T$ repeatedly gives $L_T^k(B) = T^k B$, and likewise $R_T^k(B) = B T^k$. Dividing by $k!$ and summing over $k < n$,

$$\exp_n(L_T)(B) = \exp_n(T)\, B, \qquad \exp_n(R_T)(B) = B\, \exp_n(T).$$

This holds for every $T$ and every $n$.

**Step 4: the series.** Associativity gives $L_T R_{-T}(X) = T(X(-T)) = (TX)(-T) = R_{-T} L_T(X)$, so the two maps commute. From $T^p = 0$ we get $L_T^p(X) = T^p X = 0$ and $R_{-T}^p(X) = X(-T)^p = 0$. Also $L_T(X) + R_{-T}(X) = TX - XT$, that is $\mathrm{ad}_T = L_T + R_{-T}$. Step 1, now in the algebra of linear maps and with $q = p$, gives for every $n$ with $2p \le n+1$

$$\exp_n(\mathrm{ad}_T) = \exp_p(L_T)\, \exp_p(R_{-T}).$$

Evaluate both sides on $B$. The left side is $\sum_{k<n} \mathrm{ad}_T^{\,k}(B)/k!$. On the right, Step 3 gives first $\exp_p(R_{-T})(B) = B \exp_p(-T)$ and then $\exp_p(T)\,\bigl(B \exp_p(-T)\bigr)$. Therefore

$$\exp_p(T)\, B\, \exp_p(-T) = \sum_{k=0}^{n-1} \frac{1}{k!}\, \mathrm{ad}_T^{\,k}(B) \qquad (n \ge 2p-1).$$

For $p \ge 1$ the smallest choice $n = 2p-1$ has last term $k = 2p-2$, which is the claim. At $p = 1$ it reads $B = B$, since then $T = 0$, both exponentials equal $1$, and the sum has the single term $k = 0$.

**Step 5: earlier termination.** Suppose $\mathrm{ad}_T^{\,m}(B) = 0$ for some integer $m \ge 0$. Then $\mathrm{ad}_T^{\,m+k}(B) = \mathrm{ad}_T^{\,k}\bigl(\mathrm{ad}_T^{\,m}(B)\bigr) = 0$ for all $k \ge 0$. Take $n = m + 2p$ in Step 4 and split the sum into its first $m$ terms and the remaining $2p$. The second part vanishes, so the sum over $k < m$ already equals $\exp_p(T) B \exp_p(-T)$.

**Step 6: the case $p = 2$.** Here $\exp_2(\pm T) = 1 \pm T$ and $n = 3$, so

$$(1+T)\, B\, (1-T) = B + [T,B] + \tfrac12 [T,[T,B]].$$

Take the $2 \times 2$ matrices

$$T = \begin{pmatrix} 0 & 1 \\ 0 & 0 \end{pmatrix}, \qquad B = \begin{pmatrix} 0 & 0 \\ 1 & 0 \end{pmatrix},$$

the spin-$\tfrac12$ raising and lowering operators in units of $\hbar$, with rows and columns numbered $0$ and $1$ and the up state numbered $0$. Then $T^2 = 0$, $[T,B] = \mathrm{diag}(1,-1)$ and $[T,[T,B]] = -2T$, whose entry in row $0$, column $1$ is $-2$. The term of order $2p-2 = 2$ is therefore nonzero. Both sides of the three-term identity evaluate to the matrix with rows $(1,-1)$ and $(1,-1)$.

### The Lean file

```lean
import Mathlib

open Finset

namespace HadamardNilpotent

variable {R : Type*} [Ring R] [Algebra ℚ R]

/-- The commutator map `ad_T : X ↦ T X - X T`, left minus right multiplication by `T`. -/
def ad (T : R) : Module.End ℚ R := LinearMap.mulLeft ℚ T - LinearMap.mulRight ℚ T

/-- The exponential series cut after `n` terms: the sum of `x^k / k!` over `k < n`. -/
def expTrunc (n : ℕ) (x : R) : R := ∑ k ∈ range n, ((k.factorial : ℚ)⁻¹) • x ^ k

/-- `ad_T` acts on `X` as the commutator `T X - X T`. -/
theorem ad_apply (T X : R) : ad T X = T * X - X * T := by
  simp [ad]

/-- For commuting `x`, `y` with `x^p = 0` and `y^q = 0`, the exponential series of `x + y`
cut after any `n ≥ p + q - 1` terms is the product of the finite exponentials of `x` and `y`. -/
theorem expTrunc_add {x y : R} {p q n : ℕ} (hxy : Commute x y) (hx : x ^ p = 0)
    (hy : y ^ q = 0) (hn : p + q ≤ n + 1) :
    expTrunc n (x + y) = expTrunc p x * expTrunc q y := by
  have hs : (x + y) ^ n = 0 := hxy.add_pow_eq_zero_of_add_le_succ_of_pow_eq_zero hx hy hn
  unfold expTrunc
  rw [← IsNilpotent.exp_eq_sum hs, ← IsNilpotent.exp_eq_sum hx, ← IsNilpotent.exp_eq_sum hy]
  exact IsNilpotent.exp_add_of_commute hxy ⟨p, hx⟩ ⟨q, hy⟩

/-- If `T^p = 0`, the finite exponential of `-T` is a right inverse of that of `T`. -/
theorem expTrunc_mul_neg {T : R} {p : ℕ} (hT : T ^ p = 0) :
    expTrunc p T * expTrunc p (-T) = 1 := by
  have hT' : (-T) ^ p = 0 := by rw [neg_pow, hT, mul_zero]
  have hc : Commute T (-T) := (Commute.refl T).neg_right
  rw [← expTrunc_add (n := p + p + 1) hc hT hT' (by omega), add_neg_cancel]
  simp [expTrunc, sum_range_succ']

/-- The truncated exponential of left multiplication by `T` multiplies `B` from the left by
the truncated exponential of `T`. -/
theorem expTrunc_mulLeft (n : ℕ) (T B : R) :
    expTrunc n (LinearMap.mulLeft ℚ T : Module.End ℚ R) B = expTrunc n T * B := by
  unfold expTrunc
  rw [LinearMap.sum_apply, sum_mul]
  refine sum_congr rfl fun k _ => ?_
  rw [LinearMap.smul_apply, LinearMap.pow_mulLeft, LinearMap.mulLeft_apply, smul_mul_assoc]

/-- The truncated exponential of right multiplication by `T` multiplies `B` from the right by
the truncated exponential of `T`. -/
theorem expTrunc_mulRight (n : ℕ) (T B : R) :
    expTrunc n (LinearMap.mulRight ℚ T : Module.End ℚ R) B = B * expTrunc n T := by
  unfold expTrunc
  rw [LinearMap.sum_apply, mul_sum]
  refine sum_congr rfl fun k _ => ?_
  rw [LinearMap.smul_apply, LinearMap.pow_mulRight, LinearMap.mulRight_apply, mul_smul_comm]

/-- If `T^p = 0`, then `exp(T) B exp(-T)` equals the sum of `ad_T^k(B) / k!` over `k < n`,
for every cutoff `n ≥ 2p - 1`. -/
theorem hadamard_cutoff {T : R} {p n : ℕ} (hT : T ^ p = 0) (hn : p + p ≤ n + 1) (B : R) :
    expTrunc p T * B * expTrunc p (-T)
      = ∑ k ∈ range n, ((k.factorial : ℚ)⁻¹) • (ad T ^ k) B := by
  have hT' : (-T) ^ p = 0 := by rw [neg_pow, hT, mul_zero]
  -- left and right multiplications are nilpotent and commute
  have hL : (LinearMap.mulLeft ℚ T : Module.End ℚ R) ^ p = 0 := by
    rw [LinearMap.pow_mulLeft, hT]
    ext X
    simp
  have hR : (LinearMap.mulRight ℚ (-T) : Module.End ℚ R) ^ p = 0 := by
    rw [LinearMap.pow_mulRight, hT']
    ext X
    simp
  have hc : Commute (LinearMap.mulLeft ℚ T : Module.End ℚ R) (LinearMap.mulRight ℚ (-T)) :=
    LinearMap.commute_mulLeft_right T (-T)
  -- the commutator map is their sum
  have had : ad T = LinearMap.mulLeft ℚ T + LinearMap.mulRight ℚ (-T) := by
    ext X
    simp [ad, sub_eq_add_neg]
  have key := expTrunc_add hc hL hR hn
  rw [← had] at key
  -- evaluate exp(ad_T) = exp(L_T) exp(R_{-T}) on B
  have h1 : expTrunc n (ad T) B = ∑ k ∈ range n, ((k.factorial : ℚ)⁻¹) • (ad T ^ k) B := by
    unfold expTrunc
    rw [LinearMap.sum_apply]
    rfl
  rw [← h1, key, Module.End.mul_apply, expTrunc_mulRight, expTrunc_mulLeft, mul_assoc]

/-- Hadamard series for a nilpotent generator: if `T^p = 0` with `p ≥ 1`, then
`exp(T) B exp(-T)` is the sum of `ad_T^k(B) / k!` over `k = 0, ..., 2p - 2`. -/
theorem hadamard {T : R} {p : ℕ} (hp : 1 ≤ p) (hT : T ^ p = 0) (B : R) :
    expTrunc p T * B * expTrunc p (-T)
      = ∑ k ∈ range (2 * p - 2 + 1), ((k.factorial : ℚ)⁻¹) • (ad T ^ k) B :=
  hadamard_cutoff hT (by omega) B

/-- If `T^p = 0` and the `m`-fold nested commutator of `T` with `B` vanishes, then
`exp(T) B exp(-T)` is the sum of `ad_T^k(B) / k!` over `k < m`. -/
theorem hadamard_terminates {T B : R} {p m : ℕ} (hT : T ^ p = 0) (hB : (ad T ^ m) B = 0) :
    expTrunc p T * B * expTrunc p (-T)
      = ∑ k ∈ range m, ((k.factorial : ℚ)⁻¹) • (ad T ^ k) B := by
  rw [hadamard_cutoff (n := m + (p + p)) hT (by omega) B, sum_range_add]
  -- all terms of order `m` and beyond vanish
  have h0 : ∑ k ∈ range (p + p), (((m + k).factorial : ℚ)⁻¹) • (ad T ^ (m + k)) B = 0 := by
    refine sum_eq_zero fun k _ => ?_
    have hk : (ad T ^ (m + k)) B = 0 := by
      rw [add_comm, pow_add, Module.End.mul_apply, hB, map_zero]
    rw [hk, smul_zero]
  rw [h0, add_zero]

/-- If `T^2 = 0`, then `(1 + T) B (1 - T) = B + [T, B] + [T, [T, B]] / 2`. -/
theorem hadamard_square_zero {T : R} (hT : T ^ 2 = 0) (B : R) :
    (1 + T) * B * (1 - T) = B + ad T B + (2⁻¹ : ℚ) • ad T (ad T B) := by
  have h := hadamard_cutoff (n := 3) hT (by norm_num) B
  have e : ∀ x : R, expTrunc 2 x = 1 + x := by
    intro x
    simp [expTrunc, sum_range_succ]
  rw [e, e, ← sub_eq_add_neg] at h
  rw [h]
  simp [sum_range_succ, pow_succ, Nat.factorial]

/-- The strictly upper-triangular `2 × 2` matrix unit (entry `1` in row `0`, column `1`). -/
def raise : Matrix (Fin 2) (Fin 2) ℚ := !![0, 1; 0, 0]

/-- The strictly lower-triangular `2 × 2` matrix unit (entry `1` in row `1`, column `0`). -/
def lower : Matrix (Fin 2) (Fin 2) ℚ := !![0, 0; 1, 0]

/-- The matrix `raise` squares to zero, while its double commutator with `lower`
(order `2p - 2` for `p = 2`) is nonzero. -/
theorem hadamard_witness : raise ^ 2 = 0 ∧ (ad raise ^ 2) lower ≠ 0 := by
  constructor
  · rw [pow_two]
    ext i j
    fin_cases i <;> fin_cases j <;> simp [raise, Matrix.mul_apply, Fin.sum_univ_succ]
  · intro h
    rw [pow_two, Module.End.mul_apply, ad_apply, ad_apply] at h
    have h01 := congrFun (congrFun h 0) 1
    norm_num [raise, lower, Matrix.mul_apply, Fin.sum_univ_succ] at h01

end HadamardNilpotent
```

```lean
#print axioms HadamardNilpotent.expTrunc_mul_neg
-- 'HadamardNilpotent.expTrunc_mul_neg' depends on axioms: [propext, Classical.choice, Quot.sound]
#print axioms HadamardNilpotent.hadamard
-- 'HadamardNilpotent.hadamard' depends on axioms: [propext, Classical.choice, Quot.sound]
#print axioms HadamardNilpotent.hadamard_terminates
-- 'HadamardNilpotent.hadamard_terminates' depends on axioms: [propext, Classical.choice, Quot.sound]
#print axioms HadamardNilpotent.hadamard_square_zero
-- 'HadamardNilpotent.hadamard_square_zero' depends on axioms: [propext, Classical.choice, Quot.sound]
```

### The statements in words

The theorem `hadamard` says: for every ring `R` with rational scalars, every `T` in it, every natural number `p` with `1 ≤ p` and `T ^ p = 0`, and every `B`, the product `expTrunc p T * B * expTrunc p (-T)` equals the sum of $\mathrm{ad}_T^{\,k}(B)/k!$ over `range (2 * p - 2 + 1)`, that is over $k = 0, \dots, 2p-2$. Subtraction of natural numbers in Lean stops at zero, and the hypothesis `hp` keeps `2 * p - 2` equal to the ordinary difference. The excluded value $p = 0$ would mean $T^0 = 1 = 0$, which happens only in the ring with one element. Nothing is assumed about `B`.

The theorem `hadamard_cutoff` is the same identity with a free number of terms `n`, subject to `p + p ≤ n + 1`, which is $n \ge 2p-1$ written without subtraction. In `hadamard_terminates` the extra hypothesis `hB` is $\mathrm{ad}_T^{\,m}(B) = 0$ for the given `B`, and the sum runs over $k < m$; no relation between $m$ and $p$ is required. At $m = 0$ the hypothesis says $B = 0$ and the sum is empty. The hypothesis is assumed, so for a particular Hamiltonian it has to be supplied from the structure of $T$ and $B$.

The theorem `expTrunc_mul_neg` states $\exp_p(T) \exp_p(-T) = 1$ in this order of the factors. `hadamard_square_zero` is the three-term formula of Step 6. `hadamard_witness` is a conjunction about rational $2 \times 2$ matrices: `raise ^ 2 = 0`, and `(ad raise ^ 2) lower ≠ 0`. It states that the double commutator is nonzero, without giving its value, and it concerns $p = 2$ only.

### How the proofs follow the derivation

`ad_apply` unfolds the definition to `T * X - X * T`; it is used for the matrix example.

`expTrunc_add` is Step 1, with both halves taken from Mathlib. The lemma `add_pow_eq_zero_of_add_le_succ_of_pow_eq_zero` supplies `hs`, the statement $(x+y)^n = 0$. Mathlib has an exponential `IsNilpotent.exp` for nilpotent elements, and `IsNilpotent.exp_eq_sum` equates it with the sum over $k < n$ whenever the $n$-th power vanishes. The three rewrites use this for $x+y$, $x$ and $y$, each with its own cutoff, and turn the goal into the product rule `IsNilpotent.exp_add_of_commute`. The regrouping of the double sum in Step 1 is the content of that rule.

`expTrunc_mul_neg` is Step 2. After `hT'` and `hc` establish $(-T)^p = 0$ and the commutation, `expTrunc_add` is used from right to left with `n := p + p + 1`, and `add_neg_cancel` makes the argument $0$. This cutoff is visibly a successor, so `sum_range_succ'` can split off the term $k = 0$, which is $1$, while the other terms contain a positive power of $0$.

`expTrunc_mulLeft` and `expTrunc_mulRight` are Step 3. Both sides are written as sums over $k$ and compared term by term, where `LinearMap.pow_mulLeft` and `LinearMap.pow_mulRight` give $L_T^k = L_{T^k}$ and $R_T^k = R_{T^k}$.

`hadamard_cutoff` is Step 4 line by line. The statements `hL` and `hR` are the nilpotency of $L_T$ and $R_{-T}$, `hc` is their commutation, and `had` is $\mathrm{ad}_T = L_T + R_{-T}$. Then `key` is `expTrunc_add` applied in `Module.End ℚ R`, and after rewriting with `had` it reads $\exp_n(\mathrm{ad}_T) = \exp_p(L_T) \exp_p(R_{-T})$. The statement `h1` evaluates the left side on `B`. The last line reads the product of maps as composition through `Module.End.mul_apply`, applies the right and then the left multiplication lemma, and matches the brackets by `mul_assoc`. The vanishing of $\mathrm{ad}_T^{\,n}$ appears only as `hs` inside `expTrunc_add` and is not a separate theorem of the file. `hadamard` then chooses $n = 2p-2+1$, and `omega` verifies the inequality.

`hadamard_terminates` is Step 5: `sum_range_add` splits the sum with `n := m + (p + p)`, and `hk` writes the power $m+k$ as $\mathrm{ad}_T^{\,k}$ after $\mathrm{ad}_T^{\,m}$ and uses `hB` together with `map_zero`. `hadamard_square_zero` takes `n := 3`, uses `e` for $\exp_2(x) = 1 + x$, and expands the three terms. In `hadamard_witness` the square is checked entry by entry. For the second part the double commutator is assumed to be zero, `h01` extracts the entry in row $0$ and column $1$, and `norm_num` finds the contradiction, in line with the value $-2$ from Step 6.

### Remarks

The expansion of $e^{T} B e^{-T}$ in nested commutators is known as Hadamard's lemma and is usually meant as an infinite series for an arbitrary generator, either convergent in a norm or formal in a parameter. The theorems above treat a nilpotent generator, for which the series is a finite sum. A nonzero Hermitian or anti-Hermitian matrix is never nilpotent, so the generators of time evolution and of unitary coupled cluster fall outside these theorems. Such a matrix $T$ is diagonalizable, and so is $\mathrm{ad}_T$; its commutator series therefore ends only when $B$ commutes with $T$, and is infinite otherwise. The Baker–Campbell–Hausdorff formula for the logarithm of a product of two exponentials is a different statement and is not addressed.

For the coupled-cluster step in the question, put $T = -S$, so that $\mathrm{ad}_T(H) = [H,S]$ and the left side becomes $e^{-S} H e^{S}$; the identity then applies to a finite orbital basis, where each excitation empties at least one of finitely many reference orbitals and $S$ is nilpotent. The familiar end of the series after the fourfold commutator corresponds to `hadamard_terminates` with $m = 5$, and there `hB` comes from two facts. Each term of the two-body $H$ is a product of at most four creation or annihilation operators. And $S$ is a sum of even products of creators of virtual orbitals and annihilators of reference orbitals, which all anticommute with one another, so the double commutator of $S$ with any single creation or annihilation operator vanishes. By the product rule for commutators, five nested commutators spread over at most four factors hit some factor twice and give zero. Fermionic operators are not modelled in the file, so the nilpotency of $S$ and the value $m = 5$ are physical input here and not theorems. The two stopping rules have different sources: $2p-2$ depends on $T$ alone and holds for every $B$, while $m$ depends on the pair $T$, $B$.
